# The Dirac 1s density of a point nucleus is more compact than the nonrelativistic one at every radius

Does relativity pull in the whole 1s shell, or only its mean radius? The measure of contraction chosen here is the fraction of the radial density inside a sphere of radius $R$. It is compared for one electron and a point nucleus of charge $Z$, in atomic units, with $c$ the speed of light and $0<Z<c$.

## The densities and the enclosed fraction

```lean
import Mathlib

open MeasureTheory Set

namespace DiracShellContraction

noncomputable section

/-- The unnormalised radial density `r^a exp(-2Zr)`, used for `r > 0`. -/
def shell (a Z r : ℝ) : ℝ := r ^ a * Real.exp (-2 * Z * r)
```

`shell a Z r` is $r^a e^{-2Zr}$, a radial density with the factor $r^2$ of the volume element already included. The name does not mean a set of orbitals.

```lean
/-- The fraction of a radial density `ρ` found within radius `R`, for a density that is
integrable on `(0,∞)` with nonzero total. -/
def enclosed (ρ : ℝ → ℝ) (R : ℝ) : ℝ :=
  (∫ r in Ioc 0 R, ρ r) / ∫ r in Ioi 0, ρ r
```

`Ioc 0 R` is the interval $(0,R]$ and `Ioi 0` is $(0,\infty)$. The quotient makes normalisation irrelevant.

```lean
/-- The Dirac exponent `γ = sqrt(1 - (Z/c)²)` of the 1s shell, for `0 < Z < c`. -/
def gam (Z c : ℝ) : ℝ := Real.sqrt (1 - (Z / c) ^ 2)
```

This is $\gamma=\sqrt{1-(Z/c)^2}$. The condition $Z<c$ keeps the root real and positive.

```lean
/-- The magnitude `(1-γ)c/Z` of the small-to-large component ratio, for `0 < Z < c`. -/
def ratio (Z c : ℝ) : ℝ := (1 - gam Z c) * c / Z
```

Write $\lambda=(1-\gamma)c/Z$ for `ratio`.

```lean
/-- The large radial component `r^γ exp(-Zr)` (unnormalised) of the Dirac 1s state, for `0 < Z < c`
and `r > 0`. -/
def large (Z c r : ℝ) : ℝ := r ^ gam Z c * Real.exp (-Z * r)
```

The large component is $G=r^\gamma e^{-Zr}$.

```lean
/-- The small radial component of the Dirac 1s state, for `0 < Z < c` and `r > 0`. -/
def small (Z c r : ℝ) : ℝ := -ratio Z c * large Z c r
```

The small component is $F=-\lambda G$; its sign belongs to the form of the Dirac equations used below.

```lean
/-- The unnormalised Dirac 1s radial density, the sum of the squares of both components, for
`0 < Z < c` and `r > 0`. -/
def diracDensity (Z c r : ℝ) : ℝ := large Z c r ^ 2 + small Z c r ^ 2
```

The density is $G^2+F^2=(1+\lambda^2)\,r^{2\gamma}e^{-2Zr}$. Normalised, it is $\frac{(2Z)^{2\gamma+1}}{\Gamma(2\gamma+1)}r^{2\gamma}e^{-2Zr}$, with $\Gamma$ the gamma function.

```lean
/-- The unnormalised nonrelativistic 1s radial density `(r exp(-Zr))²`, for `Z > 0` and `r > 0`. -/
def schrodingerDensity (Z r : ℝ) : ℝ := (r * Real.exp (-Z * r)) ^ 2
```

The nonrelativistic density is $r^2e^{-2Zr}$, or $4Z^3r^2e^{-2Zr}$ when normalised.

## The components solve the Dirac equations

```lean
/-- For `0 < Z < c` the Dirac exponent satisfies `γ² = 1 - (Z/c)²` and `γ < 1`. -/
theorem gam_sq_and_lt_one {Z c : ℝ} (hZ : 0 < Z) (hc : Z < c) :
    gam Z c ^ 2 = 1 - (Z / c) ^ 2 ∧ gam Z c < 1 := by
  have hc0 : 0 < c := hZ.trans hc
  have hq : 0 < Z / c := div_pos hZ hc0
  have hq1 : Z / c < 1 := (div_lt_one hc0).mpr hc
  have hs : gam Z c ^ 2 = 1 - (Z / c) ^ 2 := Real.sq_sqrt (by nlinarith)
  have hp : 0 < (Z / c) ^ 2 := by positivity
  exact ⟨hs, by nlinarith⟩
```

Since $0<Z/c<1$, squaring the root gives $\gamma^2=1-(Z/c)^2<1$, hence $\gamma<1$.

```lean
/-- For `0 < Z < c` and `r > 0` the two components solve the radial Dirac equations with
`κ = -1`, potential `-Z/r` and energy `γc²` (rest energy included). -/
theorem radial_dirac_equations {Z c r : ℝ} (hZ : 0 < Z) (hc : Z < c) (hr : 0 < r) :
    HasDerivAt (large Z c)
      (large Z c r / r + (gam Z c * c ^ 2 + c ^ 2 + Z / r) / c * small Z c r) r ∧
    HasDerivAt (small Z c)
      (-small Z c r / r - (gam Z c * c ^ 2 - c ^ 2 + Z / r) / c * large Z c r) r := by
  have hc0 : c ≠ 0 := (hZ.trans hc).ne'
  have hZ0 : Z ≠ 0 := hZ.ne'
  have hr0 : r ≠ 0 := hr.ne'
  -- the logarithmic derivative of the large component is `γ/r - Z`
  have hG : HasDerivAt (large Z c) ((gam Z c / r - Z) * large Z c r) r := by
    have h0 : HasDerivAt (fun x : ℝ => -Z * x) (-Z) r := by
      simpa using (hasDerivAt_id' r).const_mul (-Z)
    have h1 : HasDerivAt (fun x : ℝ => x ^ gam Z c) (gam Z c * r ^ (gam Z c - 1)) r :=
      Real.hasDerivAt_rpow_const (Or.inl hr0)
    have h := h1.fun_mul h0.exp
    refine HasDerivAt.congr_deriv (f := large Z c) h ?_
    rw [Real.rpow_sub_one hr0]
    unfold large
    ring
  -- algebraic relations between the component ratio and `γ`
  have t1 : ratio Z c * Z = (1 - gam Z c) * c := div_mul_cancel₀ _ hZ0
  have t2 : ratio Z c * Z / c = 1 - gam Z c := by
    rw [t1]
    exact mul_div_cancel_right₀ _ hc0
  have t3 : ratio Z c * (1 + gam Z c) = Z / c := by
    calc ratio Z c * (1 + gam Z c) = (1 - gam Z c ^ 2) * c / Z := by unfold ratio; ring
      _ = (Z / c) ^ 2 * c / Z := by rw [(gam_sq_and_lt_one hZ hc).1]; ring
      _ = Z / c := by field_simp
  have t4 : c * (ratio Z c * (1 + gam Z c)) = Z := by
    rw [t3]
    field_simp
  have e1 : (gam Z c * c ^ 2 + c ^ 2 + Z / r) / c = (gam Z c + 1) * c + Z / c / r := by
    field_simp
  have e2 : (gam Z c * c ^ 2 - c ^ 2 + Z / r) / c = (gam Z c - 1) * c + Z / c / r := by
    field_simp
  constructor
  · refine hG.congr_deriv ?_
    rw [e1]
    unfold small
    linear_combination large Z c r * t4 + large Z c r / r * t2
  · refine HasDerivAt.congr_deriv (f := small Z c) (hG.const_mul (-ratio Z c)) ?_
    rw [e2]
    unfold small
    linear_combination large Z c r * t1 - large Z c r / r * t3
```

`HasDerivAt f d r` says that $f$ has derivative $d$ at $r$. With $E=\gamma c^2$, rest energy included, the theorem reads

$$G'=\frac Gr+\frac{E+c^2+Z/r}{c}F,\qquad F'=-\frac Fr-\frac{E-c^2+Z/r}{c}G .$$

By hand, $G'=(\gamma/r-Z)G$, which is `hG`. The definition of $\lambda$ gives $\lambda Z=(1-\gamma)c$ and $\lambda(1+\gamma)=Z/c$. The first right-hand side becomes

$$\Big[\frac1r-\lambda(1+\gamma)c-\frac{\lambda Z}{cr}\Big]G=\Big[\frac1r-Z-\frac{1-\gamma}{r}\Big]G=G'.$$

The second becomes

$$\Big[\frac{\lambda-Z/c}{r}+(1-\gamma)c\Big]G=-\lambda\Big[\frac\gamma r-Z\Big]G=F'.$$

The identities `t1` to `t4` are these relations for $\lambda$, and `linear_combination` inserts them. That this solution is the lowest bound state is textbook knowledge, not part of the theorem.

## A smaller exponent means a larger fraction inside

```lean
/-- For `a > -1` and `Z > 0` the density `r^a exp(-2Zr)` is integrable on `(0,∞)`. -/
theorem shell_integrable {a Z : ℝ} (ha : -1 < a) (hZ : 0 < Z) :
    IntegrableOn (shell a Z) (Ioi 0) := by
  have h := integrableOn_rpow_mul_exp_neg_mul_rpow (p := 1) (s := a) (b := 2 * Z)
    ha one_pos (by positivity)
  refine h.congr_fun (fun r _ => ?_) measurableSet_Ioi
  simp only [shell, Real.rpow_one]
  ring_nf
```

The exponential controls large $r$, and $a>-1$ controls the origin.

```lean
/-- An integrable density that is positive on a region of nonzero volume has a positive
integral over it. -/
theorem integral_pos_of_pos {f : ℝ → ℝ} {s : Set ℝ} (hs : MeasurableSet s)
    (hv : 0 < volume s) (hf : IntegrableOn f s) (hp : ∀ x ∈ s, 0 < f x) :
    0 < ∫ x in s, f x := by
  refine (setIntegral_pos_iff_support_of_nonneg_ae ?_ hf).mpr ?_
  · exact (ae_restrict_iff' hs).mpr (Filter.Eventually.of_forall fun x hx => (hp x hx).le)
  · have h : Function.support f ∩ s = s := inter_eq_right.mpr fun x hx => (hp x hx).ne'
    rwa [h]
```

A positive integrable function has a positive integral over any set of nonzero length. This supplies the strict inequality below.

```lean
/-- For `-1 < a < b`, `Z > 0` and `R > 0`, the density `r^a exp(-2Zr)` has a strictly larger
fraction within `R` than `r^b exp(-2Zr)`. -/
theorem enclosed_shell_lt {a b Z R : ℝ} (ha : -1 < a) (hab : a < b) (hZ : 0 < Z)
    (hR : 0 < R) : enclosed (shell b Z) R < enclosed (shell a Z) R := by
  have hin : Ioc 0 R ⊆ Ioi (0 : ℝ) := fun x hx => hx.1
  have hout : Ioi R ⊆ Ioi (0 : ℝ) := fun x hx => hR.trans hx
  have iA := shell_integrable ha hZ
  have iB := shell_integrable (ha.trans hab) hZ
  have pos : ∀ e r : ℝ, 0 < r → 0 < shell e Z r := fun e r hr =>
    mul_pos (Real.rpow_pos_of_pos hr e) (Real.exp_pos _)
  have vin : 0 < volume (Ioc 0 R) := by simp [hR]
  have vout : 0 < volume (Ioi R) := by simp
  have fac : ∀ r : ℝ, 0 < r → shell b Z r = r ^ (b - a) * shell a Z r := by
    intro r hr
    have h := Real.rpow_add hr (b - a) a
    rw [sub_add_cancel] at h
    unfold shell
    rw [h, mul_assoc]
  have split : ∀ e : ℝ, IntegrableOn (shell e Z) (Ioi 0) → ∫ r in Ioi 0, shell e Z r =
      (∫ r in Ioc 0 R, shell e Z r) + ∫ r in Ioi R, shell e Z r := by
    intro e he
    rw [← Ioc_union_Ioi_eq_Ioi hR.le]
    exact setIntegral_union (disjoint_left.mpr fun x hx hx' => not_lt_of_ge hx.2 hx')
      measurableSet_Ioi (he.mono_set hin) (he.mono_set hout)
  have pAi := integral_pos_of_pos measurableSet_Ioc vin (iA.mono_set hin)
    fun r hr => pos a r hr.1
  have pAo := integral_pos_of_pos measurableSet_Ioi vout (iA.mono_set hout)
    fun r hr => pos a r (hout hr)
  have pBi := integral_pos_of_pos measurableSet_Ioc vin (iB.mono_set hin)
    fun r hr => pos b r hr.1
  have pBo := integral_pos_of_pos measurableSet_Ioi vout (iB.mono_set hout)
    fun r hr => pos b r (hout hr)
  -- inside `R` the ratio of the densities is at most `R^(b-a)`
  have h1 : ∫ r in Ioc 0 R, shell b Z r ≤ R ^ (b - a) * ∫ r in Ioc 0 R, shell a Z r := by
    rw [← integral_const_mul]
    refine setIntegral_mono_on (iB.mono_set hin) ((iA.mono_set hin).const_mul _)
      measurableSet_Ioc fun r hr => ?_
    rw [fac r hr.1]
    exact mul_le_mul_of_nonneg_right
      (Real.rpow_le_rpow hr.1.le hr.2 (sub_pos.mpr hab).le) (pos a r hr.1).le
  -- outside `R` it is greater than `R^(b-a)`
  have h2 : R ^ (b - a) * ∫ r in Ioi R, shell a Z r < ∫ r in Ioi R, shell b Z r := by
    have iC := (iA.mono_set hout).const_mul (R ^ (b - a))
    have h := integral_pos_of_pos (f := fun r => shell b Z r - R ^ (b - a) * shell a Z r)
      measurableSet_Ioi vout ((iB.mono_set hout).sub iC) fun r hr => by
        rw [fac r (hout hr), ← sub_mul]
        exact mul_pos (sub_pos.mpr (Real.rpow_lt_rpow hR.le hr (sub_pos.mpr hab)))
          (pos a r (hout hr))
    rw [integral_sub (iB.mono_set hout) iC, integral_const_mul] at h
    linarith
  unfold enclosed
  rw [split a iA, split b iB, div_lt_div_iff₀ (add_pos pBi pBo) (add_pos pAi pAo)]
  have k1 := mul_le_mul_of_nonneg_right h1 pAo.le
  have k2 := mul_lt_mul_of_pos_left h2 pAi
  linarith
```

Let $-1<a<b$. Write $A_i,A_o$ for the integrals of $r^ae^{-2Zr}$ inside and outside $R$, and $B_i,B_o$ for those of $r^be^{-2Zr}$. The densities differ by the factor $r^{b-a}$ (`fac`), which is at most $R^{b-a}$ inside and greater than $R^{b-a}$ outside. Integration gives `h1` and `h2`:

$$B_i\le R^{b-a}A_i,\qquad R^{b-a}A_o<B_o .$$

Multiply the first by $A_o>0$ and the second by $A_i>0$ (`k1`, `k2`):

$$B_iA_o\le R^{b-a}A_iA_o<A_iB_o .$$

Adding $A_iB_i$ to both ends gives $B_i(A_i+A_o)<A_i(B_i+B_o)$. Dividing by the two positive totals, which `split` writes as inside plus outside, gives the claim.

Relaxing $a>-1$ to $a\ge-1$ breaks the theorem. For $a=-1$, $b=0$ the first density has a divergent integral, to which Lean assigns the value 0, so its "fraction" is 0, while the other is $1-e^{-2ZR}>0$.

## Contraction of the 1s shell

```lean
/-- A density equal to a nonzero constant times `r^a exp(-2Zr)` for `r > 0` has the same
enclosed fractions as `r^a exp(-2Zr)`. -/
theorem enclosed_eq_shell {ρ : ℝ → ℝ} {k a Z : ℝ} (hk : k ≠ 0)
    (h : ∀ r, 0 < r → ρ r = k * shell a Z r) (R : ℝ) :
    enclosed ρ R = enclosed (shell a Z) R := by
  unfold enclosed
  rw [setIntegral_congr_fun measurableSet_Ioc (fun r hr => h r hr.1),
    setIntegral_congr_fun measurableSet_Ioi (fun r hr => h r hr),
    integral_const_mul, integral_const_mul, mul_div_mul_left _ _ hk]
```

A constant prefactor cancels between numerator and denominator.

```lean
/-- The Dirac 1s density has the enclosed fractions of `r^(2γ) exp(-2Zr)`. -/
theorem enclosed_dirac (Z c R : ℝ) :
    enclosed (diracDensity Z c) R = enclosed (shell (2 * gam Z c) Z) R := by
  have hk : 1 + ratio Z c ^ 2 ≠ 0 := by positivity
  refine enclosed_eq_shell hk (fun r hr => ?_) R
  have he : Real.exp (-2 * Z * r) = Real.exp (-Z * r) * Real.exp (-Z * r) := by
    rw [← Real.exp_add]
    ring_nf
  unfold diracDensity small large shell
  rw [he, two_mul, Real.rpow_add hr]
  ring
```

Here the prefactor is $1+\lambda^2$, leaving the exponent $2\gamma$.

```lean
/-- For `0 < Z < c`, the Dirac 1s shell has a strictly larger fraction of its density within
every radius `R > 0` than the nonrelativistic 1s shell. -/
theorem dirac_contracted_at_every_radius {Z c R : ℝ} (hZ : 0 < Z) (hc : Z < c)
    (hR : 0 < R) : enclosed (schrodingerDensity Z) R < enclosed (diracDensity Z c) R := by
  have hS : enclosed (schrodingerDensity Z) R = enclosed (shell 2 Z) R := by
    refine enclosed_eq_shell one_ne_zero (fun r _ => ?_) R
    have he : Real.exp (-2 * Z * r) = Real.exp (-Z * r) * Real.exp (-Z * r) := by
      rw [← Real.exp_add]
      ring_nf
    unfold schrodingerDensity shell
    rw [he, Real.rpow_two]
    ring
  have h0 : 0 ≤ gam Z c := Real.sqrt_nonneg _
  have h1 := (gam_sq_and_lt_one hZ hc).2
  rw [hS, enclosed_dirac]
  exact enclosed_shell_lt (by linarith) (by linarith) hZ hR
```

Take $a=2\gamma$ and $b=2$. Since $0\le\gamma<1$, the general inequality applies for every $R>0$.

```lean
/-- For `0 < Z < c`, if a Dirac sphere of radius `RD` and a nonrelativistic sphere of radius
`RS > 0` hold the same fraction of their 1s densities, then `RD < RS`. -/
theorem dirac_radius_lt {Z c RD RS : ℝ} (hZ : 0 < Z) (hc : Z < c) (hRS : 0 < RS)
    (h : enclosed (diracDensity Z c) RD = enclosed (schrodingerDensity Z) RS) :
    RD < RS := by
  by_contra hle
  have hle' : RS ≤ RD := not_lt.mp hle
  have h0 : 0 ≤ gam Z c := Real.sqrt_nonneg _
  have hi := shell_integrable (a := 2 * gam Z c) (by linarith) hZ
  have hp : ∀ r : ℝ, 0 < r → 0 ≤ shell (2 * gam Z c) Z r := fun r hr =>
    mul_nonneg (Real.rpow_nonneg hr.le _) (Real.exp_pos _).le
  -- the enclosed fraction does not decrease when the sphere grows
  have hm : enclosed (diracDensity Z c) RS ≤ enclosed (diracDensity Z c) RD := by
    rw [enclosed_dirac, enclosed_dirac]
    unfold enclosed
    refine div_le_div_of_nonneg_right ?_ (setIntegral_nonneg measurableSet_Ioi hp)
    refine setIntegral_mono_set (hi.mono_set fun x hx => hx.1) ?_
      (Ioc_subset_Ioc_right hle').eventuallyLE
    exact (ae_restrict_iff' measurableSet_Ioc).mpr
      (Filter.Eventually.of_forall fun r hr => hp r hr.1)
  have hlt := dirac_contracted_at_every_radius hZ hc hRS
  linarith

end

end DiracShellContraction
```

Suppose a Dirac sphere of radius $R_D$ and a nonrelativistic one of radius $R_S>0$ hold equal fractions. If $R_D\ge R_S$, the Dirac fraction within $R_D$ would be at least that within $R_S$ (`hm`), which already exceeds the nonrelativistic fraction. This contradicts equality, so $R_D<R_S$.

For electronic structure, this describes the direct relativistic contraction of the innermost s shell in a one-electron ion with a point nucleus. Passing to a many-electron atom, where screening changes the potential $-Z/r$, needs a separate argument.

```lean
#print axioms DiracShellContraction.radial_dirac_equations
#print axioms DiracShellContraction.dirac_contracted_at_every_radius
#print axioms DiracShellContraction.dirac_radius_lt
```

```
'DiracShellContraction.radial_dirac_equations' depends on axioms: [propext, Classical.choice, Quot.sound]
'DiracShellContraction.dirac_contracted_at_every_radius' depends on axioms: [propext, Classical.choice, Quot.sound]
'DiracShellContraction.dirac_radius_lt' depends on axioms: [propext, Classical.choice, Quot.sound]
```
